# The truncated many-body expansion as a weighted sum of cluster energies

The many-body expansion builds the energy of a system of fragments from increments. The increment of a cluster is the sum of the energies of all its subclusters, itself included, where a subcluster that lacks k of the fragments has the sign (−1)^k. The theorem `truncated_eq` says that for N fragments, keeping only the increments of clusters of at most n < N fragments gives a weighted sum of the energies of those clusters, in which a cluster of m fragments has weight (−1)^(n−m) · C(N−m−1, n−m). The energy may be any real-valued function of finite sets of fragments, and the empty cluster is included. The proof swaps the two sums to collect the coefficient of each cluster's energy, then groups the clusters containing it by the number of added fragments, which leaves an alternating sum of binomial coefficients.

Lean 4 with Mathlib refuses this proof:

```lean
import Mathlib

open Finset

namespace TruncatedEq

variable {ι : Type*} [DecidableEq ι]

/-- The many-body increment of a cluster `S`: the alternating sum of the energies of all
its subclusters. -/
def increment (E : Finset ι → ℝ) (S : Finset ι) : ℝ :=
  ∑ T ∈ S.powerset, (-1 : ℝ) ^ (S.card - T.card) * E T

/-- The many-body expansion of the energy of the fragments `F`, truncated at order `n`:
the sum of the increments of all clusters of at most `n` fragments. -/
def truncated (E : Finset ι → ℝ) (F : Finset ι) (n : ℕ) : ℝ :=
  ∑ S ∈ F.powerset.filter (fun S => S.card ≤ n), increment E S

/-- An alternating sum of binomial coefficients, stopped at order `k`, is a single
binomial coefficient up to sign. -/
theorem partial_alternating_sum (M k : ℕ) :
    ∑ j ∈ range (k + 1), (-1 : ℝ) ^ j * ((M + 1).choose j : ℝ)
      = (-1) ^ k * (M.choose k : ℝ) := by
  induction k with
  | zero => simp
  | succ k ih =>
    rw [sum_range_succ, ih, Nat.choose_succ_succ']
    push_cast
    ring

/-- For `U ⊆ F`, a sum over all clusters between `U` and `F` of a weight that depends only on the
number of added fragments is a binomial sum over that number. -/
theorem sum_between {U F : Finset ι} (hU : U ⊆ F) (g : ℕ → ℝ) :
    ∑ S ∈ F.powerset.filter (fun S => U ⊆ S), g (S.card - U.card)
      = ∑ j ∈ range (F.card - U.card + 1), g j * ((F.card - U.card).choose j : ℝ) := by
  -- remove the common part `U` from every cluster
  have h : ∑ S ∈ F.powerset.filter (fun S => U ⊆ S), g (S.card - U.card)
      = ∑ W ∈ (F \ U).powerset, g W.card := by
    refine Finset.sum_bij' (fun S _ => S \ U) (fun W _ => W ∪ U) ?_ ?_ ?_ ?_ ?_
    · intro S hS
      simp only [mem_filter, mem_powerset] at hS ⊢
      exact sdiff_subset_sdiff hS.1 (Finset.Subset.refl U)
    · intro W hW
      simp only [mem_filter, mem_powerset] at hW ⊢
      exact ⟨union_subset (hW.trans sdiff_subset) hU, subset_union_right⟩
    · intro S hS
      exact sdiff_union_of_subset (mem_filter.mp hS).2
    · intro W hW
      ext x
      have hx : x ∈ W → x ∈ F ∧ x ∉ U := fun h => mem_sdiff.mp (mem_powerset.mp hW h)
      simp only [mem_sdiff, mem_union]
      tauto
    · intro S hS
      simp only [card_sdiff_of_subset (mem_filter.mp hS).2]
  rw [h, Finset.sum_powerset_apply_card g, card_sdiff_of_subset hU]
  exact sum_congr rfl fun j _ => by rw [nsmul_eq_mul, mul_comm]

/-- For `N` fragments and order `n < N`, the truncated many-body expansion is a sum of
cluster energies, a cluster of `m ≤ n` fragments having the weight
`(-1)^(n-m) * choose (N-m-1) (n-m)`. -/
theorem truncated_eq (E : Finset ι → ℝ) (F : Finset ι) (n : ℕ) (hn : n < F.card) :
    truncated E F n = ∑ T ∈ F.powerset.filter (fun T => T.card ≤ n),
      (-1 : ℝ) ^ (n - T.card) * ((F.card - T.card - 1).choose (n - T.card) : ℝ) * E T := by
  have swap : truncated E F n = ∑ U ∈ F.powerset.filter (fun U => U.card ≤ n),
      ∑ S ∈ (F.powerset.filter (fun S => U ⊆ S)).filter (fun S => S.card ≤ n),
        (-1 : ℝ) ^ (S.card - U.card) * E U := by
    unfold truncated increment
    refine Finset.sum_comm' ?_
    intro S U
    simp only [mem_filter, mem_powerset]
    exact ⟨fun h => ⟨⟨⟨h.1.1, h.2⟩, h.1.2⟩, h.2.trans h.1.1, (card_le_card h.2).trans h.1.2⟩,
      fun h => ⟨⟨h.1.1.1, h.1.2⟩, h.1.1.2⟩⟩
  rw [swap]
  refine sum_congr rfl fun U hU => ?_
  obtain ⟨hU1, hUn⟩ := mem_filter.mp hU
  have hUF := mem_powerset.mp hU1
  obtain ⟨M, hM⟩ : ∃ M, F.card - U.card = M + 1 := ⟨F.card - U.card - 1, by omega⟩
  -- express the cutoff through the number of added fragments
  have cut : ∑ S ∈ F.powerset.filter (fun S => U ⊆ S),
      (if S.card ≤ n then (-1 : ℝ) ^ (S.card - U.card) else 0)
      = ∑ S ∈ F.powerset.filter (fun S => U ⊆ S),
        (fun j => if j ≤ n - U.card then (-1 : ℝ) ^ j else 0) (S.card - U.card) := by
    refine sum_congr rfl fun S hS => ?_
    have hc := card_le_card (mem_filter.mp hS).2
    have hiff : S.card ≤ n ↔ S.card - U.card ≤ n - U.card := by omega
    simp only [hiff]
  rw [← sum_mul, sum_filter, cut, sum_between hUF, hM, Nat.add_sub_cancel,
    ← partial_alternating_sum]
  congr 1
  symm
  -- orders above the cutoff contribute nothing
  have hsub : range (n - U.card + 1) ⊆ range (M + 1 + 1) := by
    intro j hj
    rw [mem_range] at hj ⊢
    omega
  rw [← Finset.sum_subset hsub]
  · refine sum_congr rfl fun j hj => ?_
    have hj' : j ≤ n - U.card := by
      rw [mem_range] at hj
      omega
    simp only [if_pos hj']
  · intro j _ hj
    have hj' : ¬ j ≤ n - U.card := by
      rw [mem_range] at hj
      omega
    simp only [if_neg hj', zero_mul]

end TruncatedEq
```

Messages:

```
Main.lean:87:34: error: Tactic `rewrite` failed: Did not find an occurrence of the pattern
  ∑ S ∈ F.powerset with U ⊆ S, ?g (#S - #U)
in the target expression
  (∑ S ∈ F.powerset with U ⊆ S, (fun j => if j ≤ n - #U then (-1) ^ j else 0) (#S - #U)) * E U =
    (-1) ^ (n - #U) * ↑((#F - #U - 1).choose (n - #U)) * E U

ι : Type u_1
inst✝ : DecidableEq ι
E : Finset ι → ℝ
F : Finset ι
n : ℕ
hn : n < #F
swap :
  truncated E F n = ∑ U ∈ F.powerset with #U ≤ n, ∑ S ∈ {S ∈ F.powerset | U ⊆ S} with #S ≤ n, (-1) ^ (#S - #U) * E U
U : Finset ι
hU : U ∈ {T ∈ F.powerset | #T ≤ n}
hU1 : U ∈ F.powerset
hUn : #U ≤ n
hUF : U ⊆ F
M : ℕ
hM : #F - #U = M + 1
cut :
  (∑ S ∈ F.powerset with U ⊆ S, if #S ≤ n then (-1) ^ (#S - #U) else 0) =
    ∑ S ∈ F.powerset with U ⊆ S, (fun j => if j ≤ n - #U then (-1) ^ j else 0) (#S - #U)
⊢ (∑ S ∈ F.powerset with U ⊆ S, (fun j => if j ≤ n - #U then (-1) ^ j else 0) (#S - #U)) * E U =
    (-1) ^ (n - #U) * ↑((#F - #U - 1).choose (n - #U)) * E U
```

The message says that rewriting with `sum_between hUF` found no match for its left side, a sum of `?g (#S - #U)`. Here `?g` is an unknown function that Lean has to work out from the goal. Its argument is the compound expression `#S - #U` and not just the bound variable `S`, so matching does not in general determine the function. The goal does show a function applied to `#S - #U`, but Lean reduces that application while matching. This puts `#S - #U` in place of `j` in the condition and the exponent of the `if`, and the function can no longer be read off.

The repair gives `sum_between` the function explicitly, inside the proof of `cut`. `Eq.trans` joins that equation to the remaining step, which the old lines still prove. `cut` now ends in the binomial sum itself, so its statement changes and `sum_between hUF` drops out of the later `rw`, which therefore no longer has to work out `?g`. Putting the list of that `rw` on one line is mere tidying.

Lean accepts the file once it reads:

```diff
@@ -79,12 +79,13 @@
   have cut : ∑ S ∈ F.powerset.filter (fun S => U ⊆ S),
       (if S.card ≤ n then (-1 : ℝ) ^ (S.card - U.card) else 0)
-      = ∑ S ∈ F.powerset.filter (fun S => U ⊆ S),
-        (fun j => if j ≤ n - U.card then (-1 : ℝ) ^ j else 0) (S.card - U.card) := by
+      = ∑ j ∈ range (F.card - U.card + 1),
+        (if j ≤ n - U.card then (-1 : ℝ) ^ j else 0) * ((F.card - U.card).choose j : ℝ) := by
+    refine Eq.trans ?_
+      (sum_between hUF (fun j => if j ≤ n - U.card then (-1 : ℝ) ^ j else 0))
     refine sum_congr rfl fun S hS => ?_
     have hc := card_le_card (mem_filter.mp hS).2
     have hiff : S.card ≤ n ↔ S.card - U.card ≤ n - U.card := by omega
     simp only [hiff]
-  rw [← sum_mul, sum_filter, cut, sum_between hUF, hM, Nat.add_sub_cancel,
-    ← partial_alternating_sum]
+  rw [← sum_mul, sum_filter, cut, hM, Nat.add_sub_cancel, ← partial_alternating_sum]
   congr 1
   symm
```
